# The n-period transition probability in the transfer-matrix model of periodic Landau–Zener driving

To find the population that a coherently driven two-level system, started in one level, has transferred to the other after $n$ periods, compute the $2\times2$ matrix $M$ of a single period, remove the common phase so that $\det M=1$, read an angle $t$ from its trace through $\operatorname{tr}M=2\cos t$, and multiply the population transferred in one period, $|M_{10}|^2$, by $\sin^2(nt)/\sin^2t$. If $\sin t=0$, nothing is transferred. No further matrix products are needed.

In the model used here each period sweeps the system through an avoided crossing and back, with free evolution after each passage. One double passage transfers the population $4P(1-P)\sin^2(z+f)$, where $P$ is the Landau–Zener probability of changing adiabatic level in one passage, $f$ the Stokes phase and $z$ half the relative phase collected between the crossings. After $n$ periods the amplitude is the one-period amplitude times $\sin(nt)/\sin t$, if $\sin t\ne0$. This is proved below and checked in Lean, together with the case $\operatorname{tr}M=2$ and a precise condition for resonance.

## From two interfering paths to n periods

Number the upper adiabatic level 0 and the lower one 1, so that $M_{10}$ is the amplitude from level 0 to level 1. One passage, free evolution and one full period are

$$N=\begin{pmatrix}\sqrt{1-P}\,e^{-if}&-\sqrt P\\ \sqrt P&\sqrt{1-P}\,e^{if}\end{pmatrix},\quad U(z)=\begin{pmatrix}e^{-iz}&0\\0&e^{iz}\end{pmatrix},\quad M=U(w)\,N^{T}U(z)\,N,$$

where $w$ is half the relative phase collected after the return passage.

**Double passage.** Two paths lead from level 0 to level 1, one changing level at the second crossing and the other at the first:

$$(N^TU(z)N)_{10}=N_{01}e^{-iz}N_{00}+N_{11}e^{iz}N_{10}=\sqrt{P(1-P)}\,\bigl(e^{i(z+f)}-e^{-i(z+f)}\bigr).$$

This equals $2i\sqrt{P(1-P)}\sin(z+f)$, and its squared modulus is $q=4P(1-P)\sin^2(z+f)$. The final factor $U(w)$ multiplies the amplitude by $e^{iw}$, so $|M_{10}|^2=q$ as well.

**Powers.** For any $2\times2$ matrix with determinant 1, the characteristic equation is $M^2=(\operatorname{tr}M)M-1$. Multiplying by $M^n$ and taking the entry $10$, with $a_n=(M^n)_{10}$, gives

$$a_{n+2}=2\cos t\;a_{n+1}-a_n .$$

The sequence $\sin(nt)$ obeys the same recurrence, because $\sin((n+2)t)+\sin(nt)=2\cos t\,\sin((n+1)t)$. Since $a_0=0$ and $a_1=M_{10}$, induction gives $\sin t\;a_n=\sin(nt)\,M_{10}$. If the trace is 2, the recurrence is $a_{n+2}=2a_{n+1}-a_n$, and $a_n=nM_{10}$. If the trace is $-2$, applying this to $-M$ gives $a_n=(-1)^{n+1}nM_{10}$; the Lean code does not state that case separately. Growth with $n$ never occurs in the driven system, whose $M$ is unitary: a unitary matrix with determinant 1 and trace $\pm2$ is $\pm1$, so $M_{10}=0$.

**One period.** We have $\det N=(1-P)+P=1$ and $\det U=1$, so $\det M=1$. The diagonal entries of the double passage are $(1-P)e^{-i(z+2f)}+Pe^{iz}$ and its complex conjugate. Multiplying them by $e^{-iw}$ and $e^{iw}$ and adding gives

$$\cos t=(1-P)\cos(z+w+2f)+P\cos(z-w).$$

The right-hand side lies between $-1$ and $1$, so a real $t$ exists. With $p_n=|(M^n)_{10}|^2$, taking squared moduli gives $p_n\sin^2t=q\sin^2(nt)$.

**Resonance.** Define the mismatch $\delta=(1-P)\sin(z+w+2f)-P\sin(z-w)$, and put $A=z+f$, $B=w+f$, $c=1-2P$. Then

$$\cos t=\cos A\cos B-c\sin A\sin B,\qquad \delta=\cos A\sin B+c\sin A\cos B.$$

In the sum of squares the cross terms cancel, leaving $\cos^2t+\delta^2=\cos^2A+c^2\sin^2A=1-q$. Hence $\sin^2t=q+\delta^2$.

If $p_n=\sin^2(nt)$ for every $n$, then $n=1$ gives $q=q+\delta^2$, so $\delta=0$. Conversely, let $\delta=0$, so that $\sin^2t=q$. If $\sin t\ne0$, dividing the $n$-period law by $\sin^2t$ gives $p_n=\sin^2(nt)$. If $\sin t=0$, then $q=0$ and $M_{10}=0$; all powers keep this zero, and $\sin(nt)=0$ too.

```lean
import Mathlib

open Matrix

namespace PeriodicLandauZener

noncomputable section

/-- Passage through an avoided crossing in the adiabatic basis, with Landau-Zener probability
`P` in `[0, 1]` and Stokes phase `f`. -/
def crossing (P f : ℝ) : Matrix (Fin 2) (Fin 2) ℂ :=
  !![(Real.sqrt (1 - P) : ℂ) * Complex.exp (-(f * Complex.I)), -(Real.sqrt P : ℂ);
     (Real.sqrt P : ℂ), (Real.sqrt (1 - P) : ℂ) * Complex.exp (f * Complex.I)]

/-- Free adiabatic evolution between crossings: the two levels acquire the phases `-z` and `z`. -/
def freePhase (z : ℝ) : Matrix (Fin 2) (Fin 2) ℂ :=
  !![Complex.exp (-(z * Complex.I)), 0; 0, Complex.exp (z * Complex.I)]

/-- Passage through the crossing, free evolution with phase `z`, and passage back. -/
def doublePassage (P f z : ℝ) : Matrix (Fin 2) (Fin 2) ℂ :=
  (crossing P f)ᵀ * freePhase z * crossing P f

/-- One full driving period: a double passage followed by free evolution with phase `w`. -/
def drivingPeriod (P f z w : ℝ) : Matrix (Fin 2) (Fin 2) ℂ :=
  freePhase w * doublePassage P f z

/-- Half the trace of the evolution over one driving period, for `P` in `[0, 1]`. -/
def halfTrace (P f z w : ℝ) : ℝ :=
  (1 - P) * Real.cos (z + w + 2 * f) + P * Real.cos (z - w)

/-- The mismatch from resonance of the periodically driven two-level system. -/
def mismatch (P f z w : ℝ) : ℝ :=
  (1 - P) * Real.sin (z + w + 2 * f) - P * Real.sin (z - w)

/-- The amplitude from level 0 to level 1 in a double passage is `2i √P √(1 - P) sin(z + f)`. -/
theorem doublePassage_amplitude (P f z : ℝ) :
    doublePassage P f z 1 0 =
      ((Real.sqrt P * Real.sqrt (1 - P) * Real.sin (z + f) : ℝ) : ℂ) * (2 * Complex.I) := by
  have hneg (x : ℝ) : Complex.exp (-(x * Complex.I))
      = Complex.cos x - Complex.sin x * Complex.I := by
    rw [← neg_mul, Complex.exp_mul_I, Complex.cos_neg, Complex.sin_neg]
    ring
  simp only [doublePassage, crossing, freePhase, Matrix.mul_apply, Fin.sum_univ_two,
    Matrix.transpose_apply, Matrix.of_apply, Matrix.cons_val', Matrix.cons_val_zero,
    Matrix.cons_val_one, Matrix.cons_val_fin_one, hneg, Complex.exp_mul_I]
  push_cast
  rw [Complex.sin_add]
  ring

/-- For `P` in `[0, 1]`, a double passage transfers the population `4P(1 - P) sin²(z + f)`
between the adiabatic levels. -/
theorem doublePassage_probability {P : ℝ} (h0 : 0 ≤ P) (h1 : P ≤ 1) (f z : ℝ) :
    ‖doublePassage P f z 1 0‖ ^ 2 = 4 * P * (1 - P) * Real.sin (z + f) ^ 2 := by
  have h2 : ‖(2 * Complex.I : ℂ)‖ = 2 := by simp
  rw [doublePassage_amplitude, norm_mul, h2, Complex.norm_real, mul_pow, Real.norm_eq_abs,
    sq_abs, mul_pow, mul_pow, Real.sq_sqrt h0, Real.sq_sqrt (sub_nonneg.2 h1)]
  ring

/-- For a 2x2 matrix of determinant one, the transition amplitudes after successive periods
obey a two-step recurrence governed by the trace. -/
theorem amplitude_recurrence (M : Matrix (Fin 2) (Fin 2) ℂ) (hdet : M.det = 1) (n : ℕ) :
    (M ^ (n + 1 + 1)) 1 0 = M.trace * (M ^ (n + 1)) 1 0 - (M ^ n) 1 0 := by
  rw [Matrix.det_fin_two] at hdet
  rw [pow_succ M (n + 1), pow_succ M n, Matrix.trace_fin_two]
  simp only [Matrix.mul_apply, Fin.sum_univ_two]
  linear_combination (-(M ^ n) 1 0) * hdet

/-- For determinant one and trace `2 cos t`, the `n`-period amplitude times `sin t` equals the
one-period amplitude times `sin(nt)`. -/
theorem sin_mul_amplitude (M : Matrix (Fin 2) (Fin 2) ℂ) (t : ℂ) (hdet : M.det = 1)
    (htr : M.trace = 2 * Complex.cos t) (n : ℕ) :
    Complex.sin t * (M ^ n) 1 0 = Complex.sin (n * t) * M 1 0 := by
  -- carry two consecutive powers through the induction
  have key : Complex.sin t * (M ^ n) 1 0 = Complex.sin (n * t) * M 1 0 ∧
      Complex.sin t * (M ^ (n + 1)) 1 0 = Complex.sin (((n + 1 : ℕ) : ℂ) * t) * M 1 0 := by
    induction n with
    | zero => constructor <;> simp
    | succ n ih =>
      refine ⟨ih.2, ?_⟩
      have e1 : ((n + 1 + 1 : ℕ) : ℂ) * t = ((n + 1 : ℕ) : ℂ) * t + t := by
        push_cast; ring
      have e2 : (n : ℂ) * t = ((n + 1 : ℕ) : ℂ) * t - t := by
        push_cast; ring
      have ih1 := ih.1
      rw [e2, Complex.sin_sub] at ih1
      rw [amplitude_recurrence M hdet, htr, e1, Complex.sin_add]
      linear_combination 2 * Complex.cos t * ih.2 - ih1
  exact key.1

/-- For determinant one, trace `2 cos t` and `sin t ≠ 0`, the amplitude after `n` periods is the
one-period amplitude times `sin(nt) / sin t`. -/
theorem amplitude_pow (M : Matrix (Fin 2) (Fin 2) ℂ) (t : ℂ) (hdet : M.det = 1)
    (htr : M.trace = 2 * Complex.cos t) (ht : Complex.sin t ≠ 0) (n : ℕ) :
    (M ^ n) 1 0 = M 1 0 * Complex.sin (n * t) / Complex.sin t := by
  rw [eq_div_iff ht]
  linear_combination sin_mul_amplitude M t hdet htr n

/-- For determinant one and trace two, the amplitude after `n` periods is `n` times the
one-period amplitude. -/
theorem amplitude_pow_degenerate (M : Matrix (Fin 2) (Fin 2) ℂ) (hdet : M.det = 1)
    (htr : M.trace = 2) (n : ℕ) : (M ^ n) 1 0 = n * M 1 0 := by
  have key : (M ^ n) 1 0 = n * M 1 0 ∧ (M ^ (n + 1)) 1 0 = ((n + 1 : ℕ) : ℂ) * M 1 0 := by
    induction n with
    | zero => constructor <;> simp
    | succ n ih =>
      refine ⟨ih.2, ?_⟩
      rw [amplitude_recurrence M hdet, htr, ih.1, ih.2]
      push_cast
      ring
  exact key.1

/-- For `P` in `[0, 1]`, the evolution over one driving period has determinant one and trace
`2 ((1 - P) cos(z + w + 2f) + P cos(z - w))`. -/
theorem drivingPeriod_det_trace {P : ℝ} (h0 : 0 ≤ P) (h1 : P ≤ 1) (f z w : ℝ) :
    (drivingPeriod P f z w).det = 1 ∧
      (drivingPeriod P f z w).trace = 2 * (halfTrace P f z w : ℂ) := by
  have hs : (Real.sqrt P : ℂ) ^ 2 = P := by exact_mod_cast Real.sq_sqrt h0
  have ha : (Real.sqrt (1 - P) : ℂ) ^ 2 = 1 - P := by
    exact_mod_cast Real.sq_sqrt (sub_nonneg.2 h1)
  have he (x : ℝ) : Complex.exp (-(x * Complex.I)) * Complex.exp (x * Complex.I) = 1 := by
    rw [← Complex.exp_add, neg_add_cancel, Complex.exp_zero]
  constructor
  · have hN : (crossing P f).det = 1 := by
      rw [crossing, Matrix.det_fin_two_of]
      linear_combination (Real.sqrt (1 - P) : ℂ) ^ 2 * he f + ha + hs
    have hU (x : ℝ) : (freePhase x).det = 1 := by
      rw [freePhase, Matrix.det_fin_two_of]
      linear_combination he x
    rw [drivingPeriod, doublePassage, Matrix.det_mul, Matrix.det_mul, Matrix.det_mul,
      Matrix.det_transpose, hN, hU, hU]
    norm_num
  · -- the two cosines as sums of products of phase factors
    have hX : 2 * Complex.cos (z + w + 2 * f) =
        Complex.exp (z * Complex.I) * Complex.exp (w * Complex.I) *
          Complex.exp (f * Complex.I) * Complex.exp (f * Complex.I) +
        Complex.exp (-(z * Complex.I)) * Complex.exp (-(w * Complex.I)) *
          Complex.exp (-(f * Complex.I)) * Complex.exp (-(f * Complex.I)) := by
      rw [Complex.two_cos]
      simp only [← Complex.exp_add]
      congr 2 <;> ring
    have hY : 2 * Complex.cos (z - w) =
        Complex.exp (z * Complex.I) * Complex.exp (-(w * Complex.I)) +
        Complex.exp (-(z * Complex.I)) * Complex.exp (w * Complex.I) := by
      rw [Complex.two_cos]
      simp only [← Complex.exp_add]
      congr 2 <;> ring
    simp only [Matrix.trace_fin_two, drivingPeriod, doublePassage, crossing, freePhase,
      halfTrace, Matrix.mul_apply, Fin.sum_univ_two, Matrix.transpose_apply, Matrix.of_apply,
      Matrix.cons_val', Matrix.cons_val_zero, Matrix.cons_val_one, Matrix.cons_val_fin_one]
    push_cast
    linear_combination 2 * Complex.cos (z + w + 2 * f) * ha + 2 * Complex.cos (z - w) * hs
      - (Real.sqrt (1 - P) : ℂ) ^ 2 * hX - (Real.sqrt P : ℂ) ^ 2 * hY

/-- For `P` in `[0, 1]` and `cos t` equal to half the one-period trace, the transition
probability after `n` periods times `sin² t` is `4P(1 - P) sin²(z + f) sin²(nt)`. -/
theorem periodic_probability {P : ℝ} (h0 : 0 ≤ P) (h1 : P ≤ 1) (f z w t : ℝ)
    (ht : Real.cos t = halfTrace P f z w) (n : ℕ) :
    ‖(drivingPeriod P f z w ^ n) 1 0‖ ^ 2 * Real.sin t ^ 2 =
      4 * P * (1 - P) * Real.sin (z + f) ^ 2 * Real.sin (n * t) ^ 2 := by
  obtain ⟨hd, htr⟩ := drivingPeriod_det_trace h0 h1 f z w
  rw [← ht, Complex.ofReal_cos] at htr
  have h := sin_mul_amplitude _ (t : ℂ) hd htr n
  have hc : Complex.sin (n * t) = ((Real.sin (n * t) : ℝ) : ℂ) := by simp
  have hM : drivingPeriod P f z w 1 0 =
      Complex.exp (w * Complex.I) * doublePassage P f z 1 0 := by
    simp [drivingPeriod, freePhase, Matrix.mul_apply, Fin.sum_univ_two]
  rw [hc, ← Complex.ofReal_sin, hM] at h
  -- the last free phase drops out of the modulus
  have h' := congrArg (fun x : ℂ => ‖x‖ ^ 2) h
  simp only [norm_mul, mul_pow, Complex.norm_real, Real.norm_eq_abs, sq_abs,
    Complex.norm_exp_ofReal_mul_I, doublePassage_probability h0 h1] at h'
  linear_combination h'

/-- If `cos t = halfTrace P f z w`, then `sin² t` is `4P(1 - P) sin²(z + f)` plus the squared
mismatch. -/
theorem sin_sq_eq (P f z w t : ℝ) (ht : Real.cos t = halfTrace P f z w) :
    Real.sin t ^ 2 = 4 * P * (1 - P) * Real.sin (z + f) ^ 2 + mismatch P f z w ^ 2 := by
  have e1 : z + w + 2 * f = (z + f) + (w + f) := by ring
  have e2 : z - w = (z + f) - (w + f) := by ring
  rw [halfTrace, e1, e2, Real.cos_add (z + f) (w + f), Real.cos_sub (z + f) (w + f)] at ht
  rw [mismatch, e1, e2, Real.sin_add (z + f) (w + f), Real.sin_sub (z + f) (w + f)]
  linear_combination Real.sin_sq_add_cos_sq t
    - (Real.cos t + Real.cos (z + f) * Real.cos (w + f)
        - (1 - 2 * P) * Real.sin (z + f) * Real.sin (w + f)) * ht
    - Real.sin_sq_add_cos_sq (z + f)
    - (Real.cos (z + f) ^ 2 + (1 - 2 * P) ^ 2 * Real.sin (z + f) ^ 2)
        * Real.sin_sq_add_cos_sq (w + f)

/-- For `P` in `[0, 1]` and `cos t` equal to half the one-period trace, the transition
probability after every number `n` of periods is `sin²(nt)` exactly when the mismatch vanishes. -/
theorem resonance_iff {P : ℝ} (h0 : 0 ≤ P) (h1 : P ≤ 1) (f z w t : ℝ)
    (ht : Real.cos t = halfTrace P f z w) :
    (∀ n : ℕ, ‖(drivingPeriod P f z w ^ n) 1 0‖ ^ 2 = Real.sin (n * t) ^ 2) ↔
      mismatch P f z w = 0 := by
  have hsin := sin_sq_eq P f z w t ht
  have hM : ‖drivingPeriod P f z w 1 0‖ ^ 2 = 4 * P * (1 - P) * Real.sin (z + f) ^ 2 := by
    have : drivingPeriod P f z w 1 0 =
        Complex.exp (w * Complex.I) * doublePassage P f z 1 0 := by
      simp [drivingPeriod, freePhase, Matrix.mul_apply, Fin.sum_univ_two]
    rw [this, norm_mul, Complex.norm_exp_ofReal_mul_I, one_mul,
      doublePassage_probability h0 h1]
  constructor
  · intro h
    have h2 := h 1
    rw [pow_one, hM, Nat.cast_one, one_mul, hsin] at h2
    exact (pow_eq_zero_iff two_ne_zero).1 (by linarith)
  · intro hδ n
    rw [hδ] at hsin
    by_cases hs : Real.sin t = 0
    · -- here one period causes no transition, hence neither do n periods
      have hz : drivingPeriod P f z w 1 0 = 0 := by
        rw [hs] at hsin
        exact norm_eq_zero.1 ((pow_eq_zero_iff two_ne_zero).1 (by linarith))
      have key : (drivingPeriod P f z w ^ n) 1 0 = 0 ∧ Real.sin (n * t) = 0 := by
        induction n with
        | zero => constructor <;> simp
        | succ n ih =>
          constructor
          · rw [pow_succ, Matrix.mul_apply, Fin.sum_univ_two, ih.1, hz]
            ring
          · rw [Nat.cast_succ, add_mul, one_mul, Real.sin_add, ih.2, hs]
            ring
      rw [key.1, key.2, norm_zero]
    · apply mul_right_cancel₀ (pow_ne_zero 2 hs)
      rw [periodic_probability h0 h1 f z w t ht n]
      linear_combination (-Real.sin (n * t) ^ 2) * hsin

end

end PeriodicLandauZener
```

```lean
#print axioms PeriodicLandauZener.amplitude_pow
-- 'PeriodicLandauZener.amplitude_pow' depends on axioms: [propext, Classical.choice, Quot.sound]
#print axioms PeriodicLandauZener.amplitude_pow_degenerate
-- 'PeriodicLandauZener.amplitude_pow_degenerate' depends on axioms: [propext, Classical.choice, Quot.sound]
#print axioms PeriodicLandauZener.periodic_probability
-- 'PeriodicLandauZener.periodic_probability' depends on axioms: [propext, Classical.choice, Quot.sound]
#print axioms PeriodicLandauZener.resonance_iff
-- 'PeriodicLandauZener.resonance_iff' depends on axioms: [propext, Classical.choice, Quot.sound]
```

## Levels, phases and the range of P in Lean

`crossing`, `freePhase` and `drivingPeriod` are $N$, $U$ and $M$, complex matrices indexed by `Fin 2`; the rightmost factor acts first. The quantities $\cos t$ and $\delta$ are `halfTrace` and `mismatch`.

The central statement, `periodic_probability`, says: for $0\le P\le1$, real phases, and any real $t$ whose cosine is `halfTrace`, $p_n\sin^2t=q\sin^2(nt)$ for every natural number $n$. It involves no division. `resonance_iff` says that, under the same hypotheses, $p_n=\sin^2(nt)$ for all $n$ if and only if the mismatch is zero. The general results `amplitude_pow` and `amplitude_pow_degenerate` need only determinant 1 and the stated trace, together with $\sin t\ne0$ in the first. They do not assume unitarity, and in the first of them $t$ may be complex.

The physics enters through the definitions:

- $P$ is any number in $[0,1]$ and $f$ any real number. The Landau–Zener exponential for $P$ and the dependence of the Stokes phase on sweep rate are not derived. Here $f$ stands for the Stokes phase $\varphi_S$ itself. Some conventions write the crossing matrix with $\varphi_S-\pi/2$ instead; $\pi/2$ must then be added back to obtain $f$.
- The return passage is $N^T$, which represents a real symmetric Hamiltonian retracing the same sweep.
- $z$ and $w$ are half the accumulated relative phases, with the common phase removed.
- Each crossing acts as an instantaneous matrix, well separated from the next, and there is no decoherence.

For a coherent two-level system in this idealisation, the result gives the resonance condition of Landau–Zener–Stückelberg interferometry, and it offers an approximate check on a numerical propagator when the crossings are well separated. Resonance here does not guarantee complete transfer at some whole number of periods: that requires $nt$ to be an odd multiple of $\pi/2$. The criterion also includes cases with $q=0$, where nothing is transferred at all.

## Induction on two consecutive powers

`doublePassage_amplitude` multiplies out the matrices, writes the exponentials as sines and cosines, and leaves the algebra to `ring`. `doublePassage_probability` takes the norm, using $0\le P\le1$ to square the roots.

`amplitude_recurrence` obtains the recurrence directly from matrix entries, without citing the characteristic equation. Because it reaches back two steps, `sin_mul_amplitude` proves the claim for $n$ and $n+1$ together; `amplitude_pow_degenerate` does the same.

`drivingPeriod_det_trace` gets the determinant from the factors and the trace by writing both cosines as exponentials. `periodic_probability` applies the general formula and takes squared norms, which removes $e^{iw}$. `sin_sq_eq` is the identity in $A$ and $B$, and `resonance_iff` follows the argument above, splitting on whether $\sin t=0$.

The tactic that carries these algebraic steps is `linear_combination`. One supplies known equations with coefficients, and it checks by ring arithmetic that their combination yields the goal. In the recurrence, the two sides differ by $-(M^n)_{10}(\det M-1)$, so the whole step is

`linear_combination (-(M ^ n) 1 0) * hdet`

In the induction for the sine formula, `2 * Complex.cos t * ih.2 - ih1` is the recurrence itself: $2\cos t$ times the equation for $n+1$, minus the equation for $n$. The tactic knows no trigonometry. The addition formulas are therefore rewritten beforehand, and in `sin_sq_eq` each use of $\sin^2+\cos^2=1$ appears as an explicit term with its coefficient.
